# Unitarity and exact reversibility of midpoint and enforced time-reversal steps for a prescribed Hermitian Hamiltonian

In Ehrenfest dynamics the nuclei follow classical paths, and the electrons evolve under a Hamiltonian $H(t)$ that changes as the nuclei move. If an electronic propagation is carried forward by finite time steps and then run backward over the same $H(t)$, does it return to its initial state?

In Lean 4 with Mathlib:

```lean
import Mathlib

open Matrix

namespace EhrenfestPropagators

noncomputable section

variable {n : Type*} [Fintype n] [DecidableEq n]

/-- Evolution for a time `τ` under a Hamiltonian `A` held fixed: `exp(-iτA)`, with `ħ = 1`. -/
def frozen (A : Matrix n n ℂ) (τ : ℝ) : Matrix n n ℂ :=
  NormedSpace.exp ((-(Complex.I * (τ : ℂ))) • A)

/-- The midpoint step from `t` to `t + h`, with the Hamiltonian taken at `t + h/2`. -/
def midpoint (H : ℝ → Matrix n n ℂ) (t h : ℝ) : Matrix n n ℂ :=
  frozen (H (t + h / 2)) h

/-- The enforced time-reversal step: half a step with `H(t)`, then half a step with `H(t+h)`. -/
def etrs (H : ℝ → Matrix n n ℂ) (t h : ℝ) : Matrix n n ℂ :=
  frozen (H (t + h)) (h / 2) * frozen (H t) (h / 2)

/-- The endpoint step from `t` to `t + h`, with the Hamiltonian taken at the starting time `t`. -/
def endpoint (H : ℝ → Matrix n n ℂ) (t h : ℝ) : Matrix n n ℂ :=
  frozen (H t) h

/-- An update rule is time-reversible if a step `h` followed by a step `-h` is the identity. -/
def IsReversible (U : ℝ → ℝ → Matrix n n ℂ) : Prop :=
  ∀ t h : ℝ, U (t + h) (-h) * U t h = 1

/-- The composition of `m` successive substeps of equal length `k`, starting at time `t`. -/
def chain (U : ℝ → ℝ → Matrix n n ℂ) : ℕ → ℝ → ℝ → Matrix n n ℂ
  | 0, _, _ => 1
  | m + 1, t, k => U (t + (m : ℝ) * k) k * chain U m t k

/-- Evolution under a fixed matrix for a time `τ` is undone by evolution for a time `-τ`. -/
theorem frozen_neg_mul (A : Matrix n n ℂ) (τ : ℝ) : frozen A (-τ) * frozen A τ = 1 := by
  have hc : Commute ((-(Complex.I * ((-τ : ℝ) : ℂ))) • A) ((-(Complex.I * (τ : ℂ))) • A) :=
    ((Commute.refl A).smul_left _).smul_right _
  have h0 : -(Complex.I * ((-τ : ℝ) : ℂ)) + -(Complex.I * (τ : ℂ)) = 0 := by
    push_cast
    ring
  unfold frozen
  rw [← Matrix.exp_add_of_commute _ _ hc, ← add_smul, h0, zero_smul, NormedSpace.exp_zero]

/-- Evolution under a fixed Hermitian Hamiltonian is unitary. -/
theorem frozen_unitary {A : Matrix n n ℂ} (hA : A.IsHermitian) (τ : ℝ) :
    frozen A τ ∈ Matrix.unitaryGroup n ℂ := by
  -- the adjoint is the evolution backward in time
  have hs : star (-(Complex.I * (τ : ℂ))) = -(Complex.I * ((-τ : ℝ) : ℂ)) := by
    apply Complex.ext <;> simp
  have hadj : (frozen A τ)ᴴ = frozen A (-τ) := by
    unfold frozen
    rw [← Matrix.exp_conjTranspose, Matrix.conjTranspose_smul, hA.eq, hs]
  rw [Matrix.mem_unitaryGroup_iff', Matrix.star_eq_conjTranspose, hadj]
  exact frozen_neg_mul A τ

/-- The midpoint step is time-reversible. -/
theorem midpoint_reversible (H : ℝ → Matrix n n ℂ) : IsReversible (midpoint H) := by
  intro t h
  -- both directions sample the Hamiltonian at the same time
  have e : t + h + -h / 2 = t + h / 2 := by ring
  simp only [midpoint]
  rw [e]
  exact frozen_neg_mul _ _

/-- The enforced time-reversal step is time-reversible. -/
theorem etrs_reversible (H : ℝ → Matrix n n ℂ) : IsReversible (etrs H) := by
  intro t h
  have e₁ : t + h + -h = t := by ring
  have e₂ : -h / 2 = -(h / 2) := by ring
  simp only [etrs]
  rw [e₁, e₂]
  -- the two inner half steps cancel first, then the two outer ones
  rw [mul_assoc, ← mul_assoc (frozen (H (t + h)) (-(h / 2))), frozen_neg_mul, one_mul,
    frozen_neg_mul]

/-- A chain of `m + 1` substeps is its first substep followed by a chain of `m` substeps. -/
theorem chain_succ_first (U : ℝ → ℝ → Matrix n n ℂ) (m : ℕ) (t k : ℝ) :
    chain U (m + 1) t k = chain U m (t + k) k * U t k := by
  induction m with
  | zero => simp [chain]
  | succ m ih =>
    have e : t + ((m + 1 : ℕ) : ℝ) * k = t + k + (m : ℝ) * k := by
      push_cast
      ring
    calc chain U (m + 1 + 1) t k
        = U (t + ((m + 1 : ℕ) : ℝ) * k) k * chain U (m + 1) t k := rfl
      _ = U (t + k + (m : ℝ) * k) k * (chain U m (t + k) k * U t k) := by rw [ih, e]
      _ = (U (t + k + (m : ℝ) * k) k * chain U m (t + k) k) * U t k := by rw [mul_assoc]
      _ = chain U (m + 1) (t + k) k * U t k := rfl

/-- If a step is time-reversible, so is any chain of `m` equal substeps. -/
theorem chain_reversible {U : ℝ → ℝ → Matrix n n ℂ} (hU : IsReversible U) (m : ℕ) (t k : ℝ) :
    chain U m (t + (m : ℝ) * k) (-k) * chain U m t k = 1 := by
  induction m with
  | zero => simp [chain]
  | succ m ih =>
    have s : t + ((m + 1 : ℕ) : ℝ) * k = t + (m : ℝ) * k + k := by
      push_cast
      ring
    have e : t + (m : ℝ) * k + k + -k = t + (m : ℝ) * k := by ring
    have r : U (t + (m : ℝ) * k + k) (-k) * U (t + (m : ℝ) * k) k = 1 := hU _ _
    have c : chain U (m + 1) t k = U (t + (m : ℝ) * k) k * chain U m t k := rfl
    -- the last forward substep meets the first backward substep
    rw [s, chain_succ_first U m (t + (m : ℝ) * k + k) (-k), e, c, mul_assoc,
      ← mul_assoc (U (t + (m : ℝ) * k + k) (-k)), r, one_mul, ih]

/-- For Hermitian `H(t)`, every chain of equal midpoint steps, and every chain of equal enforced
time-reversal steps, is unitary and is undone by the same chain run backward in time. -/
theorem unitary_and_reversible {H : ℝ → Matrix n n ℂ} (hH : ∀ t, (H t).IsHermitian)
    (m : ℕ) (t k : ℝ) :
    (chain (midpoint H) m t k ∈ Matrix.unitaryGroup n ℂ ∧
      chain (midpoint H) m (t + (m : ℝ) * k) (-k) * chain (midpoint H) m t k = 1) ∧
    (chain (etrs H) m t k ∈ Matrix.unitaryGroup n ℂ ∧
      chain (etrs H) m (t + (m : ℝ) * k) (-k) * chain (etrs H) m t k = 1) := by
  -- products of unitary steps are unitary
  have hchain : ∀ U : ℝ → ℝ → Matrix n n ℂ, (∀ s h, U s h ∈ Matrix.unitaryGroup n ℂ) →
      chain U m t k ∈ Matrix.unitaryGroup n ℂ := by
    intro U hU
    induction m with
    | zero => exact one_mem _
    | succ m ih => exact mul_mem (hU _ _) ih
  exact ⟨⟨hchain _ fun s h => frozen_unitary (hH _) h,
      chain_reversible (midpoint_reversible H) m t k⟩,
    ⟨hchain _ fun s h => mul_mem (frozen_unitary (hH _) _) (frozen_unitary (hH _) _),
      chain_reversible (etrs_reversible H) m t k⟩⟩

/-- An endpoint step from `t` to `t + h` is undone by the step back exactly when `H(t)` and
`H(t+h)` generate the same propagator over the time `h`. -/
theorem endpoint_reversible_iff (H : ℝ → Matrix n n ℂ) (t h : ℝ) :
    endpoint H (t + h) (-h) * endpoint H t h = 1 ↔ frozen (H t) h = frozen (H (t + h)) h := by
  change frozen (H (t + h)) (-h) * frozen (H t) h = 1 ↔ _
  constructor
  · intro e
    have b : frozen (H (t + h)) h * frozen (H (t + h)) (-h) = 1 :=
      mul_eq_one_comm.mp (frozen_neg_mul _ _)
    calc frozen (H t) h
        = (frozen (H (t + h)) h * frozen (H (t + h)) (-h)) * frozen (H t) h := by
          rw [b, one_mul]
      _ = frozen (H (t + h)) h := by rw [mul_assoc, e, mul_one]
  · intro e
    rw [e]
    exact frozen_neg_mul _ _

/-- The scalar Hamiltonian `H(t) = t`, as a one-by-one matrix. -/
def ramp (t : ℝ) : Matrix (Fin 1) (Fin 1) ℂ := (t : ℂ) • 1

/-- For `H(t) = t`, an endpoint step `h` followed by the step back leaves the phase `exp(ih²)`. -/
theorem endpoint_ramp_defect (t h : ℝ) :
    endpoint ramp (t + h) (-h) * endpoint ramp t h
      = Complex.exp (Complex.I * (h : ℂ) ^ 2) • (1 : Matrix (Fin 1) (Fin 1) ℂ) := by
  -- the exponential of a one-component function is taken componentwise, by its series
  have hexp : ∀ z : ℂ, NormedSpace.exp (fun _ : Fin 1 => z) 0 = Complex.exp z := by
    intro z
    have hs : Summable (fun k : ℕ => ((k.factorial : ℂ)⁻¹) • z ^ k) := by
      apply Summable.of_norm
      refine (Real.summable_pow_div_factorial ‖z‖).congr fun k => ?_
      simp [div_eq_inv_mul]
    rw [Complex.exp_eq_exp_ℂ, NormedSpace.exp_eq_tsum (𝕂 := ℂ),
      NormedSpace.exp_eq_tsum (𝕂 := ℂ)]
    exact tsum_apply (Pi.summable.mpr fun _ => hs)
  have key : ∀ s τ : ℝ, frozen (ramp s) τ
      = Complex.exp (-(Complex.I * (τ : ℂ)) * (s : ℂ)) • (1 : Matrix (Fin 1) (Fin 1) ℂ) := by
    intro s τ
    have d : (-(Complex.I * (τ : ℂ))) • ramp s
        = Matrix.diagonal (fun _ => -(Complex.I * (τ : ℂ)) * (s : ℂ)) := by
      ext i j
      fin_cases i
      fin_cases j
      simp [ramp]
    rw [frozen, d, Matrix.exp_diagonal]
    ext i j
    rw [Subsingleton.elim i 0, Subsingleton.elim j 0, Matrix.diagonal_apply_eq,
      Matrix.smul_apply, Matrix.one_apply_eq, smul_eq_mul, mul_one]
    exact hexp _
  change frozen (ramp (t + h)) (-h) * frozen (ramp t) h = _
  rw [key, key, smul_mul_smul_comm, one_mul, ← Complex.exp_add]
  congr 2
  push_cast
  ring

/-- The Hamiltonian `H(t) = t` is Hermitian, yet its endpoint step with `h = 1` is not undone by
the step back, whatever the starting time. -/
theorem endpoint_not_reversible :
    (∀ t, (ramp t).IsHermitian) ∧
      ∀ t : ℝ, endpoint ramp (t + 1) (-1) * endpoint ramp t 1 ≠ 1 := by
  constructor
  · intro t
    ext i j
    fin_cases i
    fin_cases j
    simp [ramp]
  · intro t e
    rw [endpoint_ramp_defect] at e
    -- the imaginary part of the leftover phase is sin 1, which is positive
    have e₁ := congrArg Complex.im (congrFun (congrFun e 0) 0)
    simp [Complex.exp_im] at e₁
    exact (Real.sin_pos_of_pos_of_lt_pi one_pos (by linarith [Real.pi_gt_three])).ne' e₁

end

end EhrenfestPropagators
```

```lean
#print axioms EhrenfestPropagators.unitary_and_reversible
#print axioms EhrenfestPropagators.endpoint_reversible_iff
#print axioms EhrenfestPropagators.endpoint_not_reversible
```

```
'EhrenfestPropagators.unitary_and_reversible' depends on axioms: [propext, Classical.choice, Quot.sound]
'EhrenfestPropagators.endpoint_reversible_iff' depends on axioms: [propext, Classical.choice, Quot.sound]
'EhrenfestPropagators.endpoint_not_reversible' depends on axioms: [propext, Classical.choice, Quot.sound]
```

## Three rules that differ in where they sample $H$

Each rule holds the Hamiltonian fixed for a short time. With $\hbar=1$, evolution for a time $\tau$ under a fixed matrix $A$ is

$$F(A,\tau)=e^{-i\tau A},$$

which is `frozen A τ` in the code. A step starts at time $t$ and has signed length $h$, so a negative $h$ means propagation backward. The three rules are

$$\begin{aligned}
U_{\rm mid}(t,h)&=F\big(H(t+h/2),\,h\big),\\
U_{\rm etrs}(t,h)&=F\big(H(t+h),\,h/2\big)\,F\big(H(t),\,h/2\big),\\
U_{\rm end}(t,h)&=F\big(H(t),\,h\big).
\end{aligned}$$

They appear as `midpoint`, `etrs` and `endpoint`. Matrices act on column vectors, so the factor on the right acts first.

`IsReversible U` says that $U(t+h,-h)\,U(t,h)=1$ for all real $t$ and $h$. The return step starts at $t+h$, where the forward step ended. If it is started at $t$ by mistake, the verdict is turned around: $U_{\rm end}(t,-h)\,U_{\rm end}(t,h)=1$ always holds, while for the scalar $H(t)=t$ the midpoint rule would leave a phase $e^{-ih^2}$.

The composition of $m$ substeps of length $k$ is `chain U m t k`, written here as $C_m(t,k)$:

$$C_0(t,k)=1,\qquad C_{m+1}(t,k)=U(t+mk,\,k)\,C_m(t,k).$$

A total step $h$ cut into $m\ge 1$ equal parts is the case $k=h/m$, and a single step is $m=1$.

## What is proved about them

The theorem `unitary_and_reversible` takes a family of matrices with `hH : ∀ t, (H t).IsHermitian`. For every $m$, $t$ and $k$, and for both the midpoint and the enforced time-reversal rule, it states that $C_m(t,k)$ is unitary and that

$$C_m(t+mk,\,-k)\;C_m(t,k)=1 .$$

The endpoint rule is treated by `endpoint_reversible_iff`: the round trip from $t$ to $t+h$ and back is the identity exactly when $e^{-ihH(t)}=e^{-ihH(t+h)}$. For the $1\times1$ Hamiltonian $H(t)=t$, called `ramp`, `endpoint_ramp_defect` gives the round trip as $e^{ih^2}$, and `endpoint_not_reversible` concludes that it differs from 1 at $h=1$ for every starting time.

## The physics in the model

The index type `n` labels a finite orthonormal basis that does not move with the nuclei. `Matrix.unitaryGroup n ℂ` therefore expresses conservation of the ordinary norm and of orbital overlaps. A non-orthogonal basis would bring in overlap matrices, and a moving basis would bring in derivative couplings; this model leaves out both.

The Hamiltonian is a given function of time, with no smoothness required. In a full Ehrenfest simulation the electrons also exert forces on the nuclei, and in a mean-field description $H$ depends on the orbitals as well. The theorem then describes the electronic part only, under the assumption that the return journey meets the same $H(t)$ as the outward one. The return must also use the same substeps in reverse order: going forward in one step and back in two half-length steps need not restore the initial state. If a midpoint or enforced time-reversal propagation fails to retrace itself, some assumption of the theorem has therefore been broken, for example by rounding, by an approximate exponential, by different substeps, or by a Hamiltonian that differs on the way back.

Nothing is stated about accuracy. A reversible unitary step may still be a poor approximation to the true evolution.

## Undoing a step with the Hamiltonian held fixed

The matrices $i\tau A$ and $-i\tau A$ commute, so their exponentials combine:

$$F(A,-\tau)\,F(A,\tau)=e^{i\tau A}e^{-i\tau A}=e^{0}=1 .$$

This is `frozen_neg_mul`; its `hc` supplies the commutation and `h0` the cancelling exponents. It holds for any square matrix $A$.

If $A$ is Hermitian, then

$$F(A,\tau)^\dagger=e^{(-i\tau A)^\dagger}=e^{i\tau A}=F(A,-\tau),$$

and the previous identity becomes $F^\dagger F=1$. In `frozen_unitary`, `hs` conjugates the scalar prefactor and `hadj` identifies the adjoint with backward evolution.

Hermiticity is used for unitarity alone. Take the constant $1\times1$ Hamiltonian $H=-i$, which describes uniform absorption. Then $F(H,\tau)=e^{-\tau}$, which is not unitary for $\tau\neq0$, although $e^{\tau}e^{-\tau}=1$ still holds. So a Hamiltonian that is normal and constant in time need not give unitary steps. Accordingly, `midpoint_reversible` and `etrs_reversible` carry no Hermiticity hypothesis.

## Why the symmetric rules retrace themselves

The backward midpoint step starts at $t+h$ and has length $-h$, so it samples $H$ at

$$(t+h)+\frac{-h}{2}=t+\frac h2 ,$$

the same time as the forward step. The round trip is $F(A,-h)F(A,h)=1$ with $A=H(t+h/2)$. In `midpoint_reversible`, `e` is this equality of times.

For the enforced time-reversal rule, the backward step ends at $(t+h)-h=t$. The round trip is

$$F\big(H(t),-\tfrac h2\big)\,
\underbrace{F\big(H(t+h),-\tfrac h2\big)\,F\big(H(t+h),\tfrac h2\big)}_{=\,1}\,
F\big(H(t),\tfrac h2\big)=1 .$$

The inner pair cancels, and then the outer pair does. $H(t)$ and $H(t+h)$ need not commute. The last rewrite in `etrs_reversible` regroups the product and uses `frozen_neg_mul` twice.

## From one step to a chain

The definition of $C_{m+1}$ splits off the last substep. The backward chain calls for splitting off the first one instead:

$$C_{m+1}(t,k)=C_m(t+k,k)\,U(t,k).$$

For $m=0$ both sides are $U(t,k)$. If the identity holds for $m$, then

$$\begin{aligned}
C_{m+2}(t,k)&=U(t+(m+1)k,k)\,C_{m+1}(t,k)\\
&=U(t+k+mk,k)\,C_m(t+k,k)\,U(t,k)\\
&=C_{m+1}(t+k,k)\,U(t,k).
\end{aligned}$$

The `calc` block of `chain_succ_first` follows these lines.

Reversibility is also proved by induction, in `chain_reversible`. For $m=0$ both chains are 1. For the next case put $s=t+mk$, the time at which the last forward substep begins. Splitting the backward chain at its first substep and the forward chain at its last gives

$$\begin{aligned}
C_{m+1}(s+k,-k)\,C_{m+1}(t,k)
&=C_m(s,-k)\,\big[U(s+k,-k)\,U(s,k)\big]\,C_m(t,k)\\
&=C_m(s,-k)\,C_m(t,k)=1 .
\end{aligned}$$

The bracket is 1 because the single step is reversible, which is `r` in the code, and the final equality is the induction hypothesis `ih`.

Unitarity of the chain is simpler, since a product of unitary matrices is unitary. This is `hchain` inside `unitary_and_reversible`, which then combines it with the reversibility results for the two rules.

## The phase left behind by the endpoint rule

The forward endpoint step uses $H(t)$, but the backward step uses $H(t+h)$. Suppose the round trip is the identity:

$$F\big(H(t+h),-h\big)\,F\big(H(t),h\big)=1 .$$

Multiplying from the left by $F(H(t+h),h)$ gives $F(H(t),h)=F(H(t+h),h)$. Conversely, if these propagators agree, `frozen_neg_mul` gives the identity. These are the two directions of `endpoint_reversible_iff`. The propagators can agree even when the Hamiltonians differ, because the exponential does not see eigenvalue shifts by multiples of $2\pi/h$.

For $H(t)=t$ the round trip is a product of numbers:

$$e^{ih(t+h)}\,e^{-iht}=e^{ih^2}.$$

In `endpoint_ramp_defect`, `hexp` and `key` reduce the exponential of a $1\times1$ matrix to the ordinary complex exponential, and the closing lines add the exponents. At $h=1$ the result is $e^{i}$, whose imaginary part is $\sin 1$. Since $0<1<\pi$, this is positive, whereas the number 1 has imaginary part zero. That is the contradiction reached in `endpoint_not_reversible`, whose first part confirms that `ramp` is Hermitian.

The endpoint step is itself unitary for Hermitian $H(t)$, by `frozen_unitary`, so monitoring the norm does not reveal the defect. In a one-dimensional space the leftover factor is only a global phase. With $H(t)=\mathrm{diag}(0,t)$ the same calculation by hand gives $\mathrm{diag}(1,e^{ih^2})$, a relative phase that a superposition of the two states can register.
